# The SLAC derivative has hopping $(-1)^n/n$ at distance $n\neq0$, which is not absolutely summable

A translation-invariant derivative on an infinite one-dimensional lattice with unit spacing is modelled here by its hopping amplitudes $c:\mathbb Z\to\mathbb C$, where $c(n)$ multiplies $\psi(x-n)$ in the derivative of $\psi$ at $x$. It counts as local when $\sum_n|c(n)|<\infty$. This admits hopping of unlimited range, provided that it decays fast enough.

```lean
import Mathlib

open Complex Set Filter Topology
open scoped Real

namespace SlacDerivative

noncomputable section
```

## Amplitudes and symbols

The SLAC derivative takes the continuum dispersion $ip$ on the Brillouin zone $[-\pi,\pi]$. Its amplitude over $n$ sites is the Fourier coefficient

$$a(n)=\int_{-\pi}^{\pi}\frac{ip\,e^{ipn}}{2\pi}\,dp .$$

```lean
/-- Hopping amplitude of the SLAC derivative over `n` lattice sites: the Fourier coefficient of
the continuum dispersion `i p` on the Brillouin zone `[-π, π]`. -/
def slacHop (n : ℤ) : ℂ := ∫ p in (-π)..π, I * (p : ℂ) * exp (I * p * n) / (2 * π)
```

The operator $D$ with general amplitudes $c$ acts as $(D\psi)(x)=\sum_n c(n)\,\psi(x-n)$. On the plane wave $e^{ipx}$ it gives the factor $\hat c(p)=\sum_n c(n)e^{-ipn}$, called its symbol. Lean's `∑'` returns zero for a series that is not absolutely summable, so `latticeSymbol` represents the operator only for summable $c$, and not for `slacHop`. Of the general results on it below, only periodicity is stated without assuming summability; when $c$ is not summable it reads $0=0$.

```lean
/-- Symbol of the lattice operator `(D ψ)(x) = ∑ n, c n * ψ (x - n)`: the factor by which it
multiplies the plane wave of momentum `p` when `c` is absolutely summable. Otherwise the value is
zero by convention. -/
def latticeSymbol (c : ℤ → ℂ) (p : ℝ) : ℂ := ∑' n : ℤ, c n * exp (-(I * p * n))
```

For comparison, the symmetric difference $(\psi(x+1)-\psi(x-1))/2$ has $c(-1)=\tfrac12$, $c(1)=-\tfrac12$ and no other amplitudes.

```lean
/-- Hopping amplitudes of the symmetric difference `(ψ (x + 1) - ψ (x - 1)) / 2`. -/
def naiveHop (n : ℤ) : ℂ := if n = -1 then 1 / 2 else if n = 1 then -1 / 2 else 0
```

## Evaluating the integral

For $n\ne0$, let $G(p)=e^{ipn}(np+i)/(2\pi)$. The product rule gives

$$G'(p)=\frac{e^{ipn}\,[\,in(np+i)+n\,]}{2\pi}=n^2\,\frac{ip\,e^{ipn}}{2\pi}.$$

Since $e^{\pm i\pi n}=(-1)^n$,

$$n^2a(n)=G(\pi)-G(-\pi)=(-1)^n\,\frac{(n\pi+i)-(-n\pi+i)}{2\pi}=(-1)^n n,$$

and cancelling one $n$ leaves $n\,a(n)=(-1)^n$. For $n=2$ the difference is $4\pi/(2\pi)=2$, so $4a(2)=2$ and $a(2)=\tfrac12$. Likewise $a(1)=-1$ and $a(3)=-\tfrac13$.

In the proof, `hG` is the derivative of $G$, `h` the fundamental theorem of calculus, and `e1` and `e2` the edge phases. The product form makes $n\neq0$ a real condition: at $n=0$ it would read $0=1$.

```lean
/-- The SLAC amplitude over a nonzero distance `n` is `(-1)^n / n`, written as a product. -/
theorem mul_slacHop (n : ℤ) (hn : n ≠ 0) : (n : ℂ) * slacHop n = (-1) ^ n := by
  have hn' : (n : ℂ) ≠ 0 := by exact_mod_cast hn
  have hpi : (π : ℂ) ≠ 0 := by exact_mod_cast Real.pi_ne_zero
  -- an antiderivative of `n ^ 2` times the integrand
  have hG : ∀ p : ℝ, HasDerivAt
      (fun p : ℝ => exp (I * (p : ℂ) * n) * ((n : ℂ) * p + I) / (2 * π))
      ((n : ℂ) ^ 2 * (I * (p : ℂ) * exp (I * p * n) / (2 * π))) p := by
    intro p
    have h1 : HasDerivAt (fun z : ℂ => I * z * n) (I * n) (p : ℂ) :=
      (((hasDerivAt_id' (p : ℂ)).const_mul I).mul_const (n : ℂ)).congr_deriv (by ring)
    have h2 : HasDerivAt (fun z : ℂ => (n : ℂ) * z + I) (n : ℂ) (p : ℂ) :=
      (((hasDerivAt_id' (p : ℂ)).const_mul (n : ℂ)).add_const I).congr_deriv (by ring)
    refine ((h1.cexp.fun_mul h2).div_const (2 * (π : ℂ))).comp_ofReal.congr_deriv ?_
    linear_combination (exp (I * p * n) * n / (2 * π)) * I_sq
  have h : ∫ p in (-π)..π, (n : ℂ) ^ 2 * (I * (p : ℂ) * exp (I * p * n) / (2 * π))
      = exp (I * (π : ℂ) * n) * ((n : ℂ) * π + I) / (2 * π)
        - exp (I * ((-π : ℝ) : ℂ) * n) * ((n : ℂ) * ((-π : ℝ) : ℂ) + I) / (2 * π) :=
    intervalIntegral.integral_eq_sub_of_hasDerivAt
      (f := fun p : ℝ => exp (I * (p : ℂ) * n) * ((n : ℂ) * p + I) / (2 * π))
      (fun p _ => hG p) (Continuous.intervalIntegrable (by fun_prop) _ _)
  -- both zone edges carry the same phase `(-1) ^ n`
  have e1 : exp (I * (π : ℂ) * n) = (-1) ^ n := by
    rw [show I * (π : ℂ) * n = n * (π * I) by ring, exp_int_mul, exp_pi_mul_I]
  have e2 : exp (I * ((-π : ℝ) : ℂ) * n) = (-1) ^ n := by
    rw [show I * ((-π : ℝ) : ℂ) * n = n * (-(π * I)) by push_cast; ring, exp_int_mul,
      Complex.exp_neg, exp_pi_mul_I, inv_neg, inv_one]
  rw [intervalIntegral.integral_const_mul, e1, e2, ofReal_neg] at h
  apply mul_left_cancel₀ hn'
  unfold slacHop
  linear_combination h + ((-1) ^ n * (n : ℂ)) * (mul_inv_cancel₀ hpi)
```

At $n=0$ the integrand is the odd function $ip/(2\pi)$, and its integral over the symmetric zone vanishes.

```lean
/-- The SLAC derivative has no on-site term. -/
theorem slacHop_zero : slacHop 0 = 0 := by
  have h : slacHop 0 = ∫ p in (-π)..π, (I / (2 * π)) * (p : ℂ) := by
    unfold slacHop
    refine intervalIntegral.integral_congr (fun p _ => ?_)
    simp only [Int.cast_zero, mul_zero, Complex.exp_zero]
    ring
  rw [h, intervalIntegral.integral_const_mul, intervalIntegral.integral_ofReal, integral_id]
  simp
```

## Divergence of the absolute sum

Taking moduli gives $|a(n)|=1/|n|$ for $n\neq0$. If $\sum_n|a(n)|$ converged, so would its part over positive $n$, which is the harmonic series. The proof restricts the sum along the injection $\mathbb N\to\mathbb Z$; the term at zero matches because $a(0)=0$ and Lean sets $1/0=0$.

```lean
/-- The SLAC derivative has amplitudes `(-1)^n / n` at nonzero distance and none on site, and
these amplitudes are not absolutely summable. -/
theorem slac_nonlocal :
    (∀ n : ℤ, n ≠ 0 → (n : ℂ) * slacHop n = (-1) ^ n) ∧ slacHop 0 = 0 ∧
      ¬ Summable (fun n : ℤ => ‖slacHop n‖) := by
  refine ⟨mul_slacHop, slacHop_zero, fun h => ?_⟩
  -- on the positive half-line the moduli form the harmonic series
  have e : (fun k : ℕ => 1 / (k : ℝ)) = (fun n : ℤ => ‖slacHop n‖) ∘ (fun k : ℕ => (k : ℤ)) := by
    funext k
    change 1 / (k : ℝ) = ‖slacHop (k : ℤ)‖
    rcases eq_or_ne k 0 with hk | hk
    · subst hk
      simp [slacHop_zero]
    · have h1 := congrArg norm (mul_slacHop (k : ℤ) (by exact_mod_cast hk))
      have h2 : ‖(((k : ℤ)) : ℂ)‖ = (k : ℝ) := by simp
      rw [norm_mul, norm_zpow, norm_neg, norm_one, one_zpow, h2] at h1
      have hk' : (k : ℝ) ≠ 0 := by exact_mod_cast hk
      rw [div_eq_iff hk']
      linarith
  apply Real.not_summable_one_div_natCast
  rw [e]
  exact h.comp_injective Nat.cast_injective
```

## No summable kernel has this dispersion

Because $|c(n)e^{-ipn}|=|c(n)|$, an absolutely summable kernel has a uniformly convergent symbol series. Each term is continuous in $p$, and hence so is the sum.

```lean
/-- Absolutely summable hopping has a symbol that is continuous in the momentum. -/
theorem continuous_latticeSymbol (c : ℤ → ℂ) (hc : Summable (fun n => ‖c n‖)) :
    Continuous (latticeSymbol c) := by
  unfold latticeSymbol
  refine continuous_tsum (fun n => by fun_prop) hc (fun n p => ?_)
  rw [norm_mul, show -(I * (p : ℂ) * n) = ((-(p * n) : ℝ) : ℂ) * I by push_cast; ring,
    norm_exp_ofReal_mul_I, mul_one]
```

Replacing $p$ by $p+2\pi$ multiplies each term by $e^{-2\pi in}=1$, so the symbol is periodic.

```lean
/-- The symbol is periodic in the momentum with period `2π`. -/
theorem latticeSymbol_periodic (c : ℤ → ℂ) (p : ℝ) :
    latticeSymbol c (p + 2 * π) = latticeSymbol c p := by
  unfold latticeSymbol
  refine tsum_congr (fun n => ?_)
  rw [show -(I * ((p + 2 * π : ℝ) : ℂ) * n) = -(I * p * n) + ((-n : ℤ) : ℂ) * (2 * π * I) by
    push_cast; ring, Complex.exp_add, exp_int_mul_two_pi_mul_I, mul_one]
```

Suppose that a summable kernel had $\hat c(p)=ip$ for all $-\pi<p<\pi$. Continuity would extend this to the edges, giving $\hat c(\pi)=i\pi$ and $\hat c(-\pi)=-i\pi$, whereas periodicity makes the two equal. The closure of the open interval supplies the extension in Lean.

```lean
/-- No absolutely summable hopping reproduces the continuum dispersion `i p` throughout the
interior of the Brillouin zone. -/
theorem no_summable_slac (c : ℤ → ℂ) (hc : Summable (fun n => ‖c n‖)) :
    ¬ ∀ p ∈ Ioo (-π) π, latticeSymbol c p = I * p := by
  intro h
  have hlt : -π < π := neg_lt_self Real.pi_pos
  -- continuity extends the dispersion to both zone edges, where periodicity is violated
  have hcl := Set.EqOn.closure (f := latticeSymbol c) (g := fun p : ℝ => I * (p : ℂ)) h
    (continuous_latticeSymbol c hc) (by fun_prop)
  rw [closure_Ioo hlt.ne] at hcl
  have a : latticeSymbol c π = I * (π : ℂ) := hcl (right_mem_Icc.2 hlt.le)
  have b : latticeSymbol c (-π) = I * ((-π : ℝ) : ℂ) := hcl (left_mem_Icc.2 hlt.le)
  have hper := latticeSymbol_periodic c (-π)
  rw [show -π + 2 * π = π by ring, a, b] at hper
  have : π = -π := ofReal_injective (mul_left_cancel₀ I_ne_zero hper)
  linarith
```

## A second zero for summable hopping

Now let $\hat c(p)=is(p)$ with $s$ real, as for an anti-Hermitian derivative, and let $s(0)=0$ and $s'(0)=v\neq0$. If $D$ is the operator with amplitudes $c$, the Hamiltonian $-iD$ has energy $s(p)$ in units with $\hbar=1$, and the slope $v$ is the group velocity of its massless mode at $p=0$.

Since $v\,s(p)/p\to v^2>0$ as $p\to0$, there is a small $\delta>0$ with $v\,s(\delta)>0$ and $v\,s(-\delta)<0$. Periodicity gives $s(2\pi-\delta)=s(-\delta)$. The continuous function $v\,s$ therefore changes sign on $[\delta,2\pi-\delta]$, and the intermediate value theorem gives a zero $q$ there. In the proof these steps are `hp'`, `hm'`, `hper` and `intermediate_value_Icc'`.

For free fermions on a one-dimensional lattice, this is the doubling problem met when a Dirac operator is discretised for simulation: local hopping of this kind has a second zero mode. The theorem concerns only the existence of that zero; chirality, interactions and higher dimensions do not enter.

```lean
/-- If absolutely summable hopping has symbol `i s(p)` with `s` real, vanishing at `p = 0` with
nonzero slope, the symbol has another zero in `(0, 2π)`. -/
theorem exists_doubler (c : ℤ → ℂ) (hc : Summable (fun n => ‖c n‖)) (s : ℝ → ℝ) (v : ℝ)
    (hs : ∀ p, latticeSymbol c p = I * (s p : ℂ)) (h0 : s 0 = 0) (hv : v ≠ 0)
    (hd : HasDerivAt s v 0) : ∃ q ∈ Ioo 0 (2 * π), latticeSymbol c q = 0 := by
  have hcont : Continuous s := by
    have e : s = fun p => (latticeSymbol c p).im := by
      funext p
      simp [hs]
    rw [e]
    exact continuous_im.comp (continuous_latticeSymbol c hc)
  have hvv : 0 < v * v := mul_self_pos.2 hv
  -- near `p = 0` the function `v * s` has the sign of `p`
  have hev := ((hasDerivAt_iff_tendsto_slope.1 hd).const_mul v).eventually (lt_mem_nhds hvv)
  rw [eventually_nhdsWithin_iff, Metric.eventually_nhds_iff] at hev
  obtain ⟨ε, hε, H⟩ := hev
  obtain ⟨δ, hδ, hδε, hδ1⟩ : ∃ δ : ℝ, 0 < δ ∧ δ < ε ∧ δ ≤ 1 :=
    ⟨min (ε / 2) 1, by positivity, by linarith [min_le_left (ε / 2) 1], min_le_right _ _⟩
  have hp := H (y := δ) (by rw [Real.dist_eq, sub_zero, abs_of_pos hδ]; exact hδε) hδ.ne'
  have hm := H (y := -δ) (by rw [Real.dist_eq, sub_zero, abs_neg, abs_of_pos hδ]; exact hδε)
    (neg_ne_zero.2 hδ.ne')
  rw [slope_def_field, h0, sub_zero, sub_zero] at hp hm
  have hp' : 0 < v * s δ := by
    have e : v * s δ = δ * (v * (s δ / δ)) := by field_simp
    rw [e]
    exact mul_pos hδ hp
  have hm' : v * s (-δ) < 0 := by
    have e : v * s (-δ) = -(δ * (v * (s (-δ) / -δ))) := by field_simp
    rw [e]
    exact neg_neg_of_pos (mul_pos hδ hm)
  -- periodicity moves the negative value to the far end of the zone
  have hper : s (2 * π - δ) = s (-δ) := by
    have h := latticeSymbol_periodic c (-δ)
    rw [hs, hs, show -δ + 2 * π = 2 * π - δ by ring] at h
    exact ofReal_injective (mul_left_cancel₀ I_ne_zero h)
  have hle : δ ≤ 2 * π - δ := by linarith [Real.pi_gt_three]
  obtain ⟨q, hq, hq0⟩ := intermediate_value_Icc' (f := fun p => v * s p) hle
    (continuous_const.mul hcont).continuousOn
    (show (0 : ℝ) ∈ Icc (v * s (2 * π - δ)) (v * s δ) from ⟨by rw [hper]; exact hm'.le, hp'.le⟩)
  have hsq : s q = 0 := (mul_eq_zero.1 hq0).resolve_left hv
  exact ⟨q, ⟨by linarith [hq.1], by linarith [hq.2]⟩, by rw [hs, hsq, ofReal_zero, mul_zero]⟩
```

The symmetric difference satisfies every hypothesis. Its symbol is $\tfrac12e^{ip}-\tfrac12e^{-ip}=i\sin p$, with slope one at $p=0$, and its second zero lies at $p=\pi$. The proof reduces the infinite sum to the two sites $n=\pm1$.

```lean
/-- The symmetric difference is absolutely summable and has symbol `i sin p`, where the sine
vanishes at `p = 0` with slope one. -/
theorem exists_doubler_witness :
    Summable (fun n => ‖naiveHop n‖) ∧
      (∀ p : ℝ, latticeSymbol naiveHop p = I * (Real.sin p : ℂ)) ∧
      Real.sin 0 = 0 ∧ HasDerivAt Real.sin 1 0 := by
  have hz : ∀ n : ℤ, n ∉ ({-1, 1} : Finset ℤ) → naiveHop n = 0 := by
    intro n hn
    simp only [Finset.mem_insert, Finset.mem_singleton, not_or] at hn
    rw [naiveHop, if_neg hn.1, if_neg hn.2]
  refine ⟨?_, fun p => ?_, Real.sin_zero, by simpa using Real.hasDerivAt_sin 0⟩
  · exact (hasSum_sum_of_ne_finset_zero (s := ({-1, 1} : Finset ℤ))
      (fun n hn => by rw [hz n hn, norm_zero])).summable
  · have hsum : latticeSymbol naiveHop p
        = ∑ n ∈ ({-1, 1} : Finset ℤ), naiveHop n * exp (-(I * p * n)) :=
      (hasSum_sum_of_ne_finset_zero (fun n hn => by rw [hz n hn, zero_mul])).tsum_eq
    have v1 : naiveHop (-1) = 1 / 2 := by simp [naiveHop]
    have v2 : naiveHop 1 = -1 / 2 := by norm_num [naiveHop]
    have e1 : -(I * (p : ℂ) * ((-1 : ℤ) : ℂ)) = p * I := by push_cast; ring
    have e2 : -(I * (p : ℂ) * ((1 : ℤ) : ℂ)) = -p * I := by push_cast; ring
    rw [hsum, Finset.sum_pair (by norm_num), v1, v2, e1, e2, ofReal_sin, Complex.sin]
    linear_combination (-(exp (-p * I) - exp (p * I)) / 2) * I_sq

end

end SlacDerivative
```

```lean
#print axioms SlacDerivative.slac_nonlocal
#print axioms SlacDerivative.no_summable_slac
#print axioms SlacDerivative.exists_doubler
```

```
'SlacDerivative.slac_nonlocal' depends on axioms: [propext, Classical.choice, Quot.sound]
'SlacDerivative.no_summable_slac' depends on axioms: [propext, Classical.choice, Quot.sound]
'SlacDerivative.exists_doubler' depends on axioms: [propext, Classical.choice, Quot.sound]
```
